# A negative-energy mode: bounded below with anticommutators, unbounded below with commutators and a vacuum

Let d and c be linear maps on a complex inner-product space with ⟨dx, y⟩ = ⟨x, cy⟩ for all x and y, let E > 0, and put H = -E dc.

- If dc + cd = 1, then ⟨x, Hx⟩ ≥ -E‖x‖² for every x, with equality exactly when dx = 0.
- If dc - cd = 1 and some unit vector v satisfies dv = 0, then H has the eigenvalue -E(n+1) for every n = 0, 1, 2, …

In the free, non-interacting Dirac field, a negative-frequency mode contributes such a term, with d annihilating and c creating an antiparticle of energy E. The result shows what the choice of algebra does to the energy of that mode. It is not the spin–statistics theorem, which rests on relativistic locality, and locality plays no part here.

## Energies from the two algebras

The inner product is conjugate-linear in its first argument. Adjointness and conjugate symmetry give ⟨x, dy⟩ = ⟨cx, y⟩, and y = cx then yields

⟨x, Hx⟩ = -E⟨x, dcx⟩ = -E‖cx‖².

**Anticommutator.** Take the inner product of x with dcx + cdx = x. The first term is ‖cx‖² and the second is ⟨x, cdx⟩ = ⟨dx, dx⟩, so

‖cx‖² + ‖dx‖² = ‖x‖²,

⟨x, Hx⟩ = -E‖x‖² + E‖dx‖² ≥ -E‖x‖².

Since E > 0, equality holds exactly when dx = 0. For finitely many modes with energies E_k, adding the inequalities gives the lower bound -(∑ E_k)‖x‖².

**Commutator.** Now dcy = cdy + y for every y. With dv = 0 this gives dcv = v, the case n = 0 of

d cⁿ⁺¹v = (n+1) cⁿv.

If this holds for n, then

d cⁿ⁺²v = c(d cⁿ⁺¹v) + cⁿ⁺¹v = (n+1)cⁿ⁺¹v + cⁿ⁺¹v = (n+2)cⁿ⁺¹v.

Adjointness turns the ladder relation into a recursion for the norms:

‖cⁿ⁺¹v‖² = ⟨d cⁿ⁺¹v, cⁿv⟩ = (n+1)‖cⁿv‖².

As ‖v‖ = 1, it follows that ‖cⁿv‖² = n!, so no cⁿv vanishes. Each is an eigenvector:

H cⁿv = -E d cⁿ⁺¹v = -E(n+1) cⁿv.

The unit vector cⁿv/√(n!) has energy -E(n+1). Given any real M, choose n > -M/E; then -E(n+1) < -En < M.

**The smallest non-zero space.** On V = ℂ, d = c = 1/√2 satisfies the anticommutator hypotheses, and H = -E/2. Only x = 0 is killed by d, so no non-zero vector reaches the bound. The relation d² = 0, usual for fermions, is not assumed; on a non-zero space it would supply a non-zero vector killed by d.

**Without the anticommutator.** On V = ℂ, d = c = 2 is still an adjoint pair, but H = -4E, which violates the bound.

## The Hamiltonian and its expectation value

No dimension is fixed for the space `V`, and it need not be complete; the commutator hypotheses with a unit vacuum can be met only in infinite dimension, since they give H infinitely many distinct eigenvalues. The operators are elements of `Module.End ℂ V`, defined on all of `V` with no boundedness assumed. In the bosonic case `V` cannot be the full Fock space, which is complete and on which d and c are not defined for every vector; take instead the finite linear combinations of the states cⁿv.

In Lean 4 with Mathlib:

```lean
import Mathlib

open Polynomial ComplexConjugate

namespace NegativeEnergyMode

noncomputable section

variable {V : Type*} [NormedAddCommGroup V] [InnerProductSpace ℂ V]
```

The product `d * c` is composition, with `c` acting first.

```lean
/-- The Hamiltonian `-E d c` of a single negative-energy mode. -/
def modeEnergy (E : ℝ) (d c : Module.End ℂ V) : Module.End ℂ V :=
  (-(E : ℂ)) • (d * c)

/-- The inner product of a state with itself is its squared norm. -/
theorem inner_self_ofReal (x : V) : inner ℂ x x = ((‖x‖ ^ 2 : ℝ) : ℂ) := by
  rw [inner_self_eq_norm_sq_to_K]
  simp
```

The hypothesis `adj` is the adjoint relation. The next theorem states ⟨x, Hx⟩, which is the energy expectation value when ‖x‖ = 1, as a complex number equal to a real one, so taking `.re` later loses nothing.

```lean
/-- If `c` is the adjoint of `d`, then `⟨x, H x⟩` for the mode Hamiltonian `H` is the real number
`-E ‖c x‖²`. -/
theorem expectation_eq (E : ℝ) {d c : Module.End ℂ V}
    (adj : ∀ x y, inner ℂ (d x) y = inner ℂ x (c y)) (x : V) :
    inner ℂ x (modeEnergy E d c x) = ((-E * ‖c x‖ ^ 2 : ℝ) : ℂ) := by
  -- move `d` to the left slot, where it becomes `c`
  have h : inner ℂ x (d (c x)) = inner ℂ (c x) (c x) := by
    rw [← inner_conj_symm x (d (c x)), adj, inner_conj_symm]
  simp only [modeEnergy, LinearMap.smul_apply, Module.End.mul_apply, inner_smul_right]
  rw [h, inner_self_ofReal, Complex.ofReal_mul, Complex.ofReal_neg]
```

## The lower bound with anticommutators

The hypothesis `anti` is dc + cd = 1. In the proof, `hn` is the splitting of ‖x‖² into ‖cx‖² and ‖dx‖². The three remaining goals are the inequality and the two directions of the equality case.

```lean
/-- If `c` is the adjoint of `d`, `dc + cd = 1` and `E > 0`, then the mode Hamiltonian `H` satisfies
`⟨x, H x⟩ ≥ -E ‖x‖²` for every vector `x`, with equality exactly when `d x = 0`. -/
theorem fermi_bounded_below {E : ℝ} (hE : 0 < E) {d c : Module.End ℂ V}
    (adj : ∀ x y, inner ℂ (d x) y = inner ℂ x (c y)) (anti : d * c + c * d = 1) (x : V) :
    -E * ‖x‖ ^ 2 ≤ (inner ℂ x (modeEnergy E d c x)).re ∧
      ((inner ℂ x (modeEnergy E d c x)).re = -E * ‖x‖ ^ 2 ↔ d x = 0) := by
  -- the anticommutator splits the norm between the two operators
  have hn : ‖c x‖ ^ 2 + ‖d x‖ ^ 2 = ‖x‖ ^ 2 := by
    have h1 : inner ℂ x (d (c x)) = inner ℂ (c x) (c x) := by
      rw [← inner_conj_symm x (d (c x)), adj, inner_conj_symm]
    have h2 : d (c x) + c (d x) = x := by
      have h := LinearMap.congr_fun anti x
      simpa only [LinearMap.add_apply, Module.End.mul_apply, Module.End.one_apply] using h
    have h3 : inner ℂ x (d (c x)) + inner ℂ x (c (d x)) = inner ℂ x x := by
      rw [← inner_add_right, h2]
    rw [h1, ← adj x (d x), inner_self_ofReal, inner_self_ofReal, inner_self_ofReal] at h3
    exact_mod_cast h3
  simp only [expectation_eq E adj, Complex.ofReal_re]
  refine ⟨?_, fun h => ?_, fun h => ?_⟩
  · rw [← hn]
    nlinarith [mul_nonneg hE.le (sq_nonneg ‖d x‖)]
  · have h0 : E * ‖d x‖ ^ 2 = 0 := by linear_combination E * hn + h
    simpa [hE.ne'] using h0
  · rw [h, norm_zero] at hn
    linear_combination (-E) * hn
```

For several modes, the expectation of the sum is split into a sum of expectations and the single-mode bound is applied to each. No relations between different modes are needed. The theorem gives a lower bound and does not say that a common state attains it. For an empty family both sides are zero.

```lean
/-- For finitely many modes with energies `E k > 0`, each with an adjoint pair `d k`, `c k` whose
anticommutator is one, the total Hamiltonian `H` satisfies `⟨x, H x⟩ ≥ -(∑ E k) ‖x‖²`. -/
theorem fermi_sea_bounded_below {ι : Type*} [Fintype ι] {E : ι → ℝ} (hE : ∀ k, 0 < E k)
    {d c : ι → Module.End ℂ V} (adj : ∀ k x y, inner ℂ (d k x) y = inner ℂ x (c k y))
    (anti : ∀ k, d k * c k + c k * d k = 1) (x : V) :
    -(∑ k, E k) * ‖x‖ ^ 2 ≤ (inner ℂ x ((∑ k, modeEnergy (E k) (d k) (c k)) x)).re := by
  rw [LinearMap.sum_apply, inner_sum, Complex.re_sum, ← Finset.sum_neg_distrib, Finset.sum_mul]
  exact Finset.sum_le_sum fun k _ => (fermi_bounded_below (hE k) (adj k) (anti k) x).1
```

## The descending ladder with commutators

The hypothesis `comm` is dc - cd = 1, the bosonic rule, which lets a mode hold any number of quanta. The vector `v` is the state with none. In the induction, `step` is dcy = cdy + y.

```lean
/-- With commutators, `d` lowers the state `cⁿ⁺¹ v` built on a vacuum `v` to `(n+1) cⁿ v`. -/
theorem bose_ladder {d c : Module.End ℂ V} (comm : d * c - c * d = 1) {v : V}
    (hv : d v = 0) (n : ℕ) : d ((c ^ (n + 1)) v) = ((n : ℂ) + 1) • (c ^ n) v := by
  have step : ∀ y, d (c y) = c (d y) + y := fun y => by
    have h := LinearMap.congr_fun comm y
    simp only [LinearMap.sub_apply, Module.End.mul_apply, Module.End.one_apply] at h
    exact sub_eq_iff_eq_add'.1 h
  induction n with
  | zero => simp [step, hv]
  | succ n ih =>
    have e : c ((c ^ n) v) = (c ^ (n + 1)) v := by rw [pow_succ', Module.End.mul_apply]
    rw [pow_succ' c (n + 1), Module.End.mul_apply, step, ih, map_smul, e]
    push_cast
    module
```

The norm recursion comes from `adj` applied to cⁿ⁺¹v and cⁿv.

```lean
/-- If `c` is the adjoint of `d`, `dc - cd = 1` and `v` is a unit vector with `d v = 0`, then `cⁿ v`
has squared norm `n!`. -/
theorem bose_norm_sq {d c : Module.End ℂ V}
    (adj : ∀ x y, inner ℂ (d x) y = inner ℂ x (c y)) (comm : d * c - c * d = 1) {v : V}
    (hv : d v = 0) (h1 : ‖v‖ = 1) (n : ℕ) : ‖(c ^ n) v‖ ^ 2 = (n.factorial : ℝ) := by
  induction n with
  | zero => simp [h1]
  | succ n ih =>
    have e : c ((c ^ n) v) = (c ^ (n + 1)) v := by rw [pow_succ', Module.End.mul_apply]
    have h := adj ((c ^ (n + 1)) v) ((c ^ n) v)
    rw [bose_ladder comm hv, e, inner_smul_left, inner_self_ofReal, inner_self_ofReal,
      map_add, map_one, map_natCast] at h
    have h' : ((n : ℝ) + 1) * ‖(c ^ n) v‖ ^ 2 = ‖(c ^ (n + 1)) v‖ ^ 2 := by exact_mod_cast h
    rw [← h', ih, Nat.factorial_succ, Nat.cast_mul, Nat.cast_add, Nat.cast_one]
```

`HasEigenvector` requires both the eigenvalue equation and a non-zero vector; the second part follows from n! > 0. This theorem holds for any real `E`; positivity enters only when the energies have to descend.

```lean
/-- With commutators and a normalised vacuum `v`, the state `cⁿ v` is an eigenvector of the mode
Hamiltonian with eigenvalue `-E (n+1)`, for every natural `n`. -/
theorem bose_eigenvector (E : ℝ) {d c : Module.End ℂ V}
    (adj : ∀ x y, inner ℂ (d x) y = inner ℂ x (c y)) (comm : d * c - c * d = 1) {v : V}
    (hv : d v = 0) (h1 : ‖v‖ = 1) (n : ℕ) :
    Module.End.HasEigenvector (modeEnergy E d c) ((-(E * (n + 1)) : ℝ) : ℂ) ((c ^ n) v) := by
  refine ⟨Module.End.mem_eigenspace_iff.2 ?_, fun h => ?_⟩
  · have e : c ((c ^ n) v) = (c ^ (n + 1)) v := by rw [pow_succ', Module.End.mul_apply]
    simp only [modeEnergy, LinearMap.smul_apply, Module.End.mul_apply]
    rw [e, bose_ladder comm hv, smul_smul]
    congr 1
    push_cast
    ring
  · have h0 : (0 : ℝ) < ‖(c ^ n) v‖ ^ 2 := by
      rw [bose_norm_sq adj comm hv h1]
      exact_mod_cast Nat.factorial_pos n
    rw [h, norm_zero] at h0
    norm_num at h0
```

The last theorem on the ladder normalises cⁿv and picks n from M as in the derivation above.

```lean
/-- With commutators and a normalised vacuum, normalised states reach energies below any
given `M`. -/
theorem bose_unbounded_below {E : ℝ} (hE : 0 < E) {d c : Module.End ℂ V}
    (adj : ∀ x y, inner ℂ (d x) y = inner ℂ x (c y)) (comm : d * c - c * d = 1) {v : V}
    (hv : d v = 0) (h1 : ‖v‖ = 1) (M : ℝ) :
    ∃ x : V, ‖x‖ = 1 ∧ (inner ℂ x (modeEnergy E d c x)).re < M := by
  obtain ⟨n, hn⟩ := exists_nat_gt (-M / E)
  have hM : -M < n * E := (div_lt_iff₀ hE).1 hn
  have hev := bose_eigenvector E adj comm hv h1 n
  -- normalise the n-th eigenvector
  have hx : ‖((‖(c ^ n) v‖ : ℂ)⁻¹) • (c ^ n) v‖ = 1 := by
    rw [norm_smul, norm_inv, Complex.norm_real, norm_norm,
      inv_mul_cancel₀ (norm_ne_zero_iff.2 hev.2)]
  refine ⟨_, hx, ?_⟩
  rw [map_smul, hev.apply_eq_smul, smul_comm, inner_smul_right, inner_self_ofReal, hx,
    ← Complex.ofReal_mul, Complex.ofReal_re]
  nlinarith
```

## A two-level system and a polynomial model

On ℂ², `lower` sends (x₀, x₁) to (x₁, 0), and `raise` sends it to (0, x₀). With these as d and c, H is diagonal with entries -E and 0: the empty state sits at the bound, and adding one antiparticle costs E.

```lean
/-- The lowering operator of a two-level system. -/
def lower : Module.End ℂ (EuclideanSpace ℂ (Fin 2)) where
  toFun x := !₂[x 1, 0]
  map_add' x y := by ext i; fin_cases i <;> simp
  map_smul' a x := by ext i; fin_cases i <;> simp

/-- The raising operator of a two-level system. -/
def raise : Module.End ℂ (EuclideanSpace ℂ (Fin 2)) where
  toFun x := !₂[0, x 0]
  map_add' x y := by ext i; fin_cases i <;> simp
  map_smul' a x := by ext i; fin_cases i <;> simp
```

The adjoint relation and the anticommutator are checked by components.

```lean
/-- The two-level lowering and raising operators are adjoint and their anticommutator is one. -/
theorem fermi_witness :
    (∀ x y, inner ℂ (lower x) y = inner ℂ x (raise y)) ∧ lower * raise + raise * lower = 1 := by
  refine ⟨fun x y => ?_, LinearMap.ext fun x => ?_⟩
  · simp [lower, raise, PiLp.inner_apply, Fin.sum_univ_two]
  · ext i
    fin_cases i <;> simp [lower, raise]
```

For the commutator, let d be the derivative on complex polynomials and c multiplication by X. The form below gives Xⁿ squared norm n!, matching the ladder.

```lean
/-- The form on polynomials in which the monomials `Xⁿ` are orthogonal with squared norm `n!`. -/
def fockForm (p q : ℂ[X]) : ℂ :=
  ∑ n ∈ Finset.range (p.natDegree + 1), (n.factorial : ℂ) * conj (p.coeff n) * q.coeff n
```

The commutator is the product rule. For adjointness, write pₙ and qₙ for the coefficients of p and q; then

∑ n! conj((n+1)pₙ₊₁) qₙ = ∑ (n+1)! conj(pₙ₊₁) qₙ,

and the right-hand side is the form evaluated at p and Xq. The auxiliary statement `hN` extends the sums past the degree so that their ranges can be matched. Positivity follows because the leading coefficient of a non-zero polynomial contributes a strictly positive term. The theorem establishes these properties for `fockForm` directly, without installing it as an inner-product structure on the polynomials.

```lean
/-- On polynomials, the derivative and multiplication by `X` have commutator one and are adjoint
for the positive form `fockForm`; the constant `1` is normalised and killed by the derivative. -/
theorem bose_witness :
    (derivative : Module.End ℂ ℂ[X]) * LinearMap.mulLeft ℂ (X : ℂ[X])
        - LinearMap.mulLeft ℂ (X : ℂ[X]) * (derivative : Module.End ℂ ℂ[X]) = 1 ∧
      derivative (1 : ℂ[X]) = 0 ∧ fockForm 1 1 = 1 ∧
      (∀ p q : ℂ[X], fockForm (derivative p) q = fockForm p (X * q)) ∧
      ∀ p : ℂ[X], p ≠ 0 → 0 < (fockForm p p).re := by
  -- the sum may be extended beyond the degree
  have hN : ∀ (p q : ℂ[X]) (N : ℕ), p.natDegree < N → fockForm p q =
      ∑ n ∈ Finset.range N, (n.factorial : ℂ) * conj (p.coeff n) * q.coeff n := by
    intro p q N h
    refine Finset.sum_subset (fun n hn => ?_) (fun n _ hn => ?_)
    · rw [Finset.mem_range] at *
      omega
    · rw [Finset.mem_range] at hn
      rw [coeff_eq_zero_of_natDegree_lt (by omega), map_zero, mul_zero, zero_mul]
  refine ⟨LinearMap.ext fun p => ?_, derivative_one, by simp [fockForm], fun p q => ?_,
    fun p hp => ?_⟩
  · simp [derivative_mul]
  · have hd := natDegree_derivative_le p
    rw [hN (derivative p) q (p.natDegree + 1) (by omega),
      hN p (X * q) (p.natDegree + 1 + 1) (by omega), Finset.sum_range_succ' _ (p.natDegree + 1),
      mul_coeff_zero, coeff_X_zero, zero_mul, mul_zero, add_zero]
    refine Finset.sum_congr rfl fun n _ => ?_
    rw [coeff_derivative, coeff_X_mul, Nat.factorial_succ]
    simp only [map_mul, map_add, map_natCast, map_one, Nat.cast_mul, Nat.cast_add, Nat.cast_one]
    ring
  · have t : ∀ n : ℕ, ((n.factorial : ℂ) * conj (p.coeff n) * p.coeff n).re
        = (n.factorial : ℝ) * Complex.normSq (p.coeff n) := fun n => by
      rw [mul_assoc, ← Complex.normSq_eq_conj_mul_self, ← Complex.ofReal_natCast,
        ← Complex.ofReal_mul, Complex.ofReal_re]
    rw [fockForm, Complex.re_sum]
    simp only [t]
    -- the leading coefficient contributes strictly
    refine Finset.sum_pos' (fun n _ => mul_nonneg (Nat.cast_nonneg _) (Complex.normSq_nonneg _))
      ⟨p.natDegree, Finset.mem_range.2 (Nat.lt_succ_self _), mul_pos ?_ ?_⟩
    · exact_mod_cast Nat.factorial_pos _
    · exact Complex.normSq_pos.2 (leadingCoeff_ne_zero.2 hp)

end

end NegativeEnergyMode
```

```lean
#print axioms NegativeEnergyMode.fermi_sea_bounded_below
-- 'NegativeEnergyMode.fermi_sea_bounded_below' depends on axioms: [propext, Classical.choice, Quot.sound]
#print axioms NegativeEnergyMode.bose_unbounded_below
-- 'NegativeEnergyMode.bose_unbounded_below' depends on axioms: [propext, Classical.choice, Quot.sound]
```
